# Franck–Condon and Herzberg–Teller terms can extinguish exactly one line of a displaced-oscillator progression

## States, ladder operators and line amplitudes

A vibrational state of one harmonic mode is given by its coefficients $c_0,c_1,c_2,\dots$ in the number basis of the final electronic state; only states with real coefficients are considered here. In Lean it is a function `c : ℕ → ℝ`. The lowering operator $b$ and the raising operator $b^*$ act on coefficients by

$$(bc)_n=\sqrt{n+1}\,c_{n+1},\qquad (b^*c)_0=0,\qquad (b^*c)_{n+1}=\sqrt{n+1}\,c_n .$$

```lean
import Mathlib

namespace FranckCondonHerzbergTeller

noncomputable section

/-- The lowering operator `b` acting on the number-basis coefficients of a vibrational state. -/
def lower (c : ℕ → ℝ) (n : ℕ) : ℝ := √((n : ℝ) + 1) * c (n + 1)

/-- The raising operator `b*` acting on the number-basis coefficients of a vibrational state. -/
def raise (c : ℕ → ℝ) : ℕ → ℝ
  | 0 => 0
  | n + 1 => √((n : ℝ) + 1) * c n
```

The dimensionless coordinate is $q=(b+b^*)/\sqrt2$, measured from the equilibrium of the final state. One Cartesian component of the electronic transition dipole is taken to be linear in it, $u+wq$. The real constant $u$ is the Franck–Condon (Condon) part, the dipole at $q=0$, and the real constant $w$ is the Herzberg–Teller part, its slope along the mode. The amplitude of line $n$ is $A_n=((u+wq)c)_n$, and its intensity here is $A_n^2$, without the frequency prefactor of absorption or emission.

```lean
/-- The amplitude of line `n`: the `n`-th component of `(u + w q) c`,
with `q = (b + b*) / √2`. -/
def lineAmp (u w : ℝ) (c : ℕ → ℝ) (n : ℕ) : ℝ :=
  u * c n + w * ((lower c n + raise c n) / √2)
```

The initial state is assumed to satisfy $bc=ac$ with real $a$, and $\sum_n c_n^2=1$. Physically, it is the vibrational ground state of an initial potential with the same frequency as the final one and a shifted minimum; $a$ is proportional to the shift. The structure `IsDisplaced a c` collects these two conditions.

```lean
/-- A normalised vibrational state with real coefficients that is an eigenvector of the
lowering operator with eigenvalue `a`. -/
structure IsDisplaced (a : ℝ) (c : ℕ → ℝ) : Prop where
  eigen : ∀ n, lower c n = a * c n
  normalized : HasSum (fun n => c n ^ 2) 1
```

Infinite sums are stated with `HasSum f s`, which says that the series converges, irrespective of the order of its terms, and has sum $s$.

The model has a single mode, equal frequencies, a linear dipole and one initial state, so frequency changes, mode mixing and thermal populations are absent. Within it, the results bear on the assignment of vibronic spectra: a missing line need not mean a vanishing Franck–Condon overlap.

## (a) A series with vanishing first term

Let $f(0)=0$ and let $\sum_{n\ge0}f(n+1)$ converge to $s$. Show that

$$\sum_{n\ge0}f(n)=s .$$

**Solution.** Splitting off the first term gives $\sum_{n\ge0}f(n)=f(0)+\sum_{n\ge0}f(n+1)=0+s$. Parts (f) and (g) use this index shift for series whose term at $n=0$ vanishes.

```lean
/-- A series whose first term vanishes has the same sum as the series shifted by one. -/
private lemma hasSum_of_shift {f : ℕ → ℝ} {s : ℝ} (h0 : f 0 = 0)
    (h : HasSum (fun n => f (n + 1)) s) : HasSum f s := by
  have h1 := (hasSum_nat_add_iff (f := f) 1).1 h
  simpa [h0] using h1
```

## (b) Equal terms, equal sums

Let $\sum_n f(n)=s$, with $g(n)=f(n)$ for all $n$ and $t=s$. Show that

$$\sum_n g(n)=t .$$

**Solution.** Substitute the two equalities. The lemma lets later proofs treat the algebra of the terms and the algebra of the total as separate goals.

```lean
/-- A convergent series may be rewritten with equal terms and an equal sum. -/
private lemma hasSum_of_eq {f g : ℕ → ℝ} {s t : ℝ} (h : HasSum f s)
    (hf : g = f) (hs : t = s) : HasSum g t := by
  rw [hf, hs]
  exact h
```

## (c) The normalisation factor of the coordinate

Show that

$$\frac1{\sqrt2}=\frac{\sqrt2}{2}.$$

**Solution.** The product $\sqrt2\cdot\sqrt2/2$ equals $1$.

```lean
/-- The inverse of `√2` is `√2 / 2`. -/
private lemma inv_sqrt_two : (√2 : ℝ)⁻¹ = √2 / 2 := by
  have s2 : √2 * √2 = (2 : ℝ) := Real.mul_self_sqrt (by norm_num)
  apply inv_eq_of_mul_eq_one_right
  linear_combination s2 / 2
```

## (d) An explicit displaced state

Show that for every real $a$, including $a=0$, the coefficients

$$c_n=e^{-a^2/2}\,\frac{a^n}{\sqrt{n!}}$$

form a displaced state.

**Solution.** Since $(n+1)!=(n+1)\,n!$,

$$\sqrt{n+1}\,c_{n+1}=e^{-a^2/2}\,\frac{\sqrt{n+1}\;a^{n+1}}{\sqrt{n+1}\sqrt{n!}}=a\,c_n .$$

The squares are Poisson weights, and the exponential series gives

$$\sum_n c_n^2=e^{-a^2}\sum_n\frac{(a^2)^n}{n!}=e^{-a^2}e^{a^2}=1 .$$

The fields `eigen` and `normalized` follow these two computations. The assumptions of the later parts are therefore satisfied by some state for each $a$.

```lean
variable {a : ℝ} {c : ℕ → ℝ}

/-- The coefficients `exp(-a²/2) aⁿ / √(n!)` form a displaced state for every real `a`. -/
theorem isDisplaced_witness (a : ℝ) :
    IsDisplaced a (fun n => Real.exp (-a ^ 2 / 2) * a ^ n / √(Nat.factorial n : ℝ)) where
  eigen n := by
    have h1 : √((n : ℝ) + 1) ≠ 0 := by positivity
    have h2 : √(Nat.factorial n : ℝ) ≠ 0 := by positivity
    simp only [lower]
    rw [Nat.factorial_succ, Nat.cast_mul, Nat.cast_add, Nat.cast_one,
      Real.sqrt_mul (by positivity), mul_div_assoc', mul_div_assoc',
      div_eq_div_iff (mul_ne_zero h1 h2) h2]
    ring
  normalized := by
    have hE : Real.exp (-a ^ 2 / 2) ^ 2 = Real.exp (-a ^ 2) := by
      rw [sq, ← Real.exp_add]
      congr 1
      ring
    -- the squared coefficients are the terms of the exponential series
    have h := NormedSpace.expSeries_div_hasSum_exp (a ^ 2)
    rw [← Real.exp_eq_exp_ℝ] at h
    refine hasSum_of_eq (h.mul_left (Real.exp (-a ^ 2))) ?_ ?_
    · funext n
      rw [div_pow, mul_pow, hE, Real.sq_sqrt (Nat.cast_nonneg _)]
      ring
    · rw [← Real.exp_add]
      simp
```

## (e) The amplitude of a single line

Let $a\neq0$. Show that a displaced state has

$$A_n=c_n\left(u+\frac{w}{\sqrt2}\Big(a+\frac na\Big)\right).$$

**Solution.** First, $(b^*c)_n=(n/a)\,c_n$. For $n=0$ both sides vanish. For index $n+1$, multiply the eigenvalue relation $\sqrt{n+1}\,c_{n+1}=a\,c_n$ by $\sqrt{n+1}/a$:

$$(b^*c)_{n+1}=\sqrt{n+1}\,c_n=\frac{n+1}{a}\,c_{n+1}.$$

With $(bc)_n=a\,c_n$, the amplitude is

$$A_n=u\,c_n+\frac{w}{\sqrt2}\Big(a\,c_n+\frac na\,c_n\Big),$$

and $c_n$ factors out. In Lean, `hr` is the statement about $b^*$, proved by the same two cases, and the last lines insert it into the definition of `lineAmp`.

```lean
/-- For a displaced state with `a ≠ 0`, line `n` of the dipole `u + w q` has amplitude
`c_n (u + w (a + n/a) / √2)`. -/
theorem lineAmp_eq (ha : a ≠ 0) (h : IsDisplaced a c) (u w : ℝ) (n : ℕ) :
    lineAmp u w c n = c n * (u + w * (a + n / a) / √2) := by
  -- the raising operator multiplies the coefficient by `n / a`
  have hr : raise c n = n / a * c n := by
    cases n with
    | zero => simp [raise]
    | succ n =>
      have e := h.eigen n
      have s : √((n : ℝ) + 1) * √((n : ℝ) + 1) = n + 1 :=
        Real.mul_self_sqrt (by positivity)
      simp only [lower] at e
      simp only [raise, Nat.cast_add, Nat.cast_one]
      rw [div_mul_eq_mul_div, eq_div_iff ha]
      linear_combination c (n + 1) * s - √((n : ℝ) + 1) * e
  unfold lineAmp
  rw [h.eigen, hr]
  ring
```

## (f) The mean quantum number

Show that a displaced state has

$$\sum_n n\,c_n^2=a^2 .$$

**Solution.** The term $n=0$ vanishes, so part (a) allows a shift. Squaring the eigenvalue relation gives $(n+1)c_{n+1}^2=a^2c_n^2$, hence

$$\sum_{n\ge0}n\,c_n^2=\sum_{n\ge0}(n+1)c_{n+1}^2=a^2\sum_{n\ge0}c_n^2=a^2 .$$

The `linear_combination` step carries out the squaring: it multiplies the difference of the two sides of the relation by their sum.

```lean
/-- The mean vibrational quantum number of a displaced state is `a²`. -/
theorem hasSum_quantumNumber (h : IsDisplaced a c) :
    HasSum (fun n : ℕ => (n : ℝ) * c n ^ 2) (a ^ 2) := by
  refine hasSum_of_shift (by simp) ?_
  refine hasSum_of_eq (h.normalized.mul_left (a ^ 2)) ?_ ?_
  · funext n
    have e := h.eigen n
    have s : √((n : ℝ) + 1) * √((n : ℝ) + 1) = n + 1 :=
      Real.mul_self_sqrt (by positivity)
    simp only [lower] at e
    simp only [Nat.cast_add, Nat.cast_one]
    linear_combination (√((n : ℝ) + 1) * c (n + 1) + a * c n) * e - c (n + 1) ^ 2 * s
  · ring
```

## (g) The total intensity

Show that for every real $a$

$$\sum_n A_n^2=(u+\sqrt2\,a\,w)^2+\frac{w^2}{2}.$$

**Solution.** Write $r=b^*c$, $\kappa=w/\sqrt2$ and $P=u+\kappa a$. Then $A_n=P\,c_n+\kappa\,r_n$, with no division by $a$. Two sums are needed. The overlap is

$$\sum_{n\ge0}c_n r_n=\sum_{n\ge0}c_{n+1}\sqrt{n+1}\,c_n=a\sum_{n\ge0}c_n^2=a,$$

and the squared norm follows from part (f):

$$\sum_{n\ge0}r_n^2=\sum_{n\ge0}(n+1)c_n^2=a^2+1 .$$

Expanding the square,

$$\sum_nA_n^2=P^2+2P\kappa a+\kappa^2(a^2+1)=(P+\kappa a)^2+\kappa^2=(u+2\kappa a)^2+\kappa^2 ,$$

which is the target, since $2\kappa=\sqrt2\,w$ and $\kappa^2=w^2/2$.

In the code, `hov` is the overlap and `hsq` the squared norm. The final `hasSum_of_eq` adds the three series with their prefactors and leaves the two algebraic identities to be checked.

The same overlap gives a neighbouring result, the mean dipole in the initial state:

$$\sum_n c_nA_n=P+\kappa a=u+\sqrt2\,a\,w .$$

The total intensity is thus the squared mean dipole plus $w^2$ times the zero-point variance $1/2$ of $q$. The code below proves the intensity sum and leaves the mean dipole to the reader.

```lean
/-- The line intensities of the dipole `u + w q` from a displaced state sum to
`(u + √2 a w)² + w²/2`. -/
theorem hasSum_intensity (h : IsDisplaced a c) (u w : ℝ) :
    HasSum (fun n => lineAmp u w c n ^ 2) ((u + √2 * a * w) ^ 2 + w ^ 2 / 2) := by
  have s2 : √2 * √2 = (2 : ℝ) := Real.mul_self_sqrt (by norm_num)
  -- overlap of the state with its raised partner
  have hov : HasSum (fun n => c n * raise c n) a := by
    refine hasSum_of_shift (by simp [raise]) ?_
    refine hasSum_of_eq (h.normalized.mul_left a) ?_ ?_
    · funext n
      have e := h.eigen n
      simp only [lower] at e
      simp only [raise]
      linear_combination c n * e
    · ring
  -- squared norm of the raised state
  have hsq : HasSum (fun n => raise c n ^ 2) (a ^ 2 + 1) := by
    refine hasSum_of_shift (by simp [raise]) ?_
    convert (hasSum_quantumNumber h).add h.normalized using 1
    funext n
    have s : √((n : ℝ) + 1) * √((n : ℝ) + 1) = n + 1 :=
      Real.mul_self_sqrt (by positivity)
    simp only [raise]
    linear_combination c n ^ 2 * s
  -- expand the square of `(u + w a / √2) c + (w / √2) b* c`
  refine hasSum_of_eq (((h.normalized.mul_left ((u + w * (√2 / 2) * a) ^ 2)).add
    (hov.mul_left (2 * (u + w * (√2 / 2) * a) * (w * (√2 / 2))))).add
    (hsq.mul_left ((w * (√2 / 2)) ^ 2))) ?_ ?_
  · funext n
    unfold lineAmp
    rw [h.eigen, div_eq_mul_inv, inv_sqrt_two]
    ring
  · linear_combination (-(w ^ 2 / 4)) * s2
```

## (h) The summed interference

Write $A_n(u,w)$ for the amplitude with its dipole constants displayed. Show that

$$\sum_n\left[A_n(u,w)^2-A_n(u,0)^2-A_n(0,w)^2\right]=2\sqrt2\,a\,u\,w .$$

**Solution.** Apply part (g) three times and subtract:

$$(u+\sqrt2\,aw)^2+\frac{w^2}2-u^2-\Big(2a^2w^2+\frac{w^2}2\Big)=2\sqrt2\,a\,u\,w .$$

The interference therefore changes the total intensity whenever $a$, $u$ and $w$ are all nonzero, and its sign is that of $auw$. The Lean proof subtracts the same three sums.

```lean
/-- The interference of the constant dipole `u` with the linear dipole `w q`, summed over
all lines from a displaced state, is `2 √2 a u w`. -/
theorem hasSum_interference (h : IsDisplaced a c) (u w : ℝ) :
    HasSum (fun n => lineAmp u w c n ^ 2 - lineAmp u 0 c n ^ 2 - lineAmp 0 w c n ^ 2)
      (2 * √2 * a * u * w) := by
  refine hasSum_of_eq (((hasSum_intensity h u w).sub (hasSum_intensity h u 0)).sub
    (hasSum_intensity h 0 w)) rfl ?_
  ring
```

## (i) Overlaps without zeros

Let $a\ne0$. Show that a displaced state has

$$c_n\neq0\quad\text{for every }n .$$

**Solution.** Suppose $c_0=0$. The relation $\sqrt{n+1}\,c_{n+1}=a\,c_n$ then makes every coefficient vanish in turn, so $\sum_nc_n^2=0$, against the normalisation. Hence $c_0\ne0$. If $c_n\neq0$, then $c_{n+1}=a\,c_n/\sqrt{n+1}\neq0$, and induction finishes the argument. In Lean the inner induction `hz` spreads the zero from $c_0$, and the outer one carries the nonvanishing upwards.

```lean
/-- Every number-basis coefficient of a displaced state with `a ≠ 0` is nonzero. -/
theorem coeff_ne_zero (ha : a ≠ 0) (h : IsDisplaced a c) (n : ℕ) : c n ≠ 0 := by
  induction n with
  | zero =>
    intro h0
    -- a vanishing first coefficient would make the whole state vanish
    have hz : ∀ n, c n = 0 := by
      intro n
      induction n with
      | zero => exact h0
      | succ n ih =>
        have e := h.eigen n
        rw [lower, ih, mul_zero] at e
        exact (mul_eq_zero.1 e).resolve_left (by positivity)
    have ht := h.normalized.tsum_eq
    simp [hz] at ht
  | succ n ih =>
    intro hn
    have e := h.eigen n
    rw [lower, hn, mul_zero] at e
    exact mul_ne_zero ha ih e.symm
```

## (j) The condition for a dark line

Let $a\neq0$. Show that for a displaced state

$$A_n=0\iff u=-\frac{w}{\sqrt2}\Big(a+\frac na\Big).$$

**Solution.** By part (e), $A_n$ is $c_n$ times the dipole factor $u+w(a+n/a)/\sqrt2$. By part (i), $c_n\neq0$, so the product vanishes exactly when the dipole factor does. The single `rw` chain uses these two results in that order.

```lean
/-- For a displaced state with `a ≠ 0`, line `n` is dark exactly when
`u = -w (a + n/a) / √2`. -/
theorem dark_iff (ha : a ≠ 0) (h : IsDisplaced a c) (u w : ℝ) (n : ℕ) :
    lineAmp u w c n = 0 ↔ u = -(w * (a + n / a) / √2) := by
  rw [lineAmp_eq ha h, mul_eq_zero, or_iff_right (coeff_ne_zero ha h n),
    add_eq_zero_iff_eq_neg]
```

## (k) One dark line and the intensity that remains

Let $a\neq0$ and $w\neq0$, choose a line $N$, and set $u=-w(a+N/a)/\sqrt2$. Show that for a displaced state

$$A_n=0\iff n=N,\qquad \sum_nA_n^2=\frac{w^2}{2}\left(\Big(a-\frac Na\Big)^2+1\right).$$

**Solution.** Inserting $u$ into part (e) cancels the terms without $n$ or $N$ in the bracket:

$$A_n=c_n\,\frac{w}{a\sqrt2}\,(n-N).$$

The first two factors are nonzero, so only $n=N$ gives zero. For the total, part (g) needs

$$u+\sqrt2\,a\,w=\frac{w}{\sqrt2}\Big(-a-\frac Na+2a\Big)=\frac{w}{\sqrt2}\Big(a-\frac Na\Big);$$

squaring this and adding $w^2/2$ gives the stated value. In Lean, `hf` is the factorised amplitude, and the second half rewrites the total from `hasSum_intensity`.

The theorem treats $u$ as a free parameter; in a given molecule $u$, $w$ and $a$ are fixed, and a line is fully dark only if they happen to meet the condition.

Without $a\neq0$ the uniqueness fails. For $a=0$ the sequence $c=(1,0,0,\dots)$ is a displaced state with amplitudes $A_0=u$, $A_1=w/\sqrt2$ and $A_n=0$ for all $n\geq2$, so infinitely many lines are dark whatever $u$ and $w$ are.

```lean
/-- For a displaced state with `a ≠ 0`, and for `w ≠ 0`, the choice `u = -w (a + N/a) / √2` makes
line `N` and no other line dark, while the total intensity is `(w²/2) ((a - N/a)² + 1)`. -/
theorem single_dark_line (ha : a ≠ 0) (h : IsDisplaced a c) {w : ℝ} (hw : w ≠ 0) (N : ℕ) :
    (∀ n, lineAmp (-(w * (a + N / a) / √2)) w c n = 0 ↔ n = N) ∧
    HasSum (fun n => lineAmp (-(w * (a + N / a) / √2)) w c n ^ 2)
      (w ^ 2 / 2 * ((a - N / a) ^ 2 + 1)) := by
  constructor
  · intro n
    have hk : w / (a * √2) ≠ 0 := div_ne_zero hw (mul_ne_zero ha (by positivity))
    -- the amplitude is proportional to `n - N`
    have hf : lineAmp (-(w * (a + N / a) / √2)) w c n
        = c n * (w / (a * √2)) * ((n : ℝ) - N) := by
      rw [lineAmp_eq ha h]
      ring
    rw [hf, mul_eq_zero, or_iff_right (mul_ne_zero (coeff_ne_zero ha h n) hk),
      sub_eq_zero, Nat.cast_inj]
  · have s2 : √2 * √2 = (2 : ℝ) := Real.mul_self_sqrt (by norm_num)
    convert hasSum_intensity h (-(w * (a + N / a) / √2)) w using 1
    rw [div_eq_mul_inv (w * (a + N / a)) (√2), inv_sqrt_two]
    linear_combination (-(w ^ 2 * (a - N / a) ^ 2 / 4)) * s2

end

end FranckCondonHerzbergTeller
```

```lean
#print axioms FranckCondonHerzbergTeller.hasSum_interference
#print axioms FranckCondonHerzbergTeller.dark_iff
#print axioms FranckCondonHerzbergTeller.single_dark_line
```

```
'FranckCondonHerzbergTeller.hasSum_interference' depends on axioms: [propext, Classical.choice, Quot.sound]
'FranckCondonHerzbergTeller.dark_iff' depends on axioms: [propext, Classical.choice, Quot.sound]
'FranckCondonHerzbergTeller.single_dark_line' depends on axioms: [propext, Classical.choice, Quot.sound]
```
